# The parity of the old sites supplies the fermionic sign of a new one

## Two orbitals

Take one fermionic orbital with basis (empty, occupied). Its annihilation matrix and its parity are

$$f=\begin{pmatrix}0&1\\0&0\end{pmatrix},\qquad Z=\begin{pmatrix}1&0\\0&-1\end{pmatrix}.$$

For two orbitals the first guess is $f\otimes 1$ and $1\otimes f$. These matrices commute, and their anticommutator is $2\,f\otimes f\neq 0$, so they don't describe fermions. Now put $Z$ into the second one:

$$(f\otimes 1)(Z\otimes f)+(Z\otimes f)(f\otimes 1)=(fZ+Zf)\otimes f=0,$$

because $fZ=-f$ and $Zf=f$. The factor $Z$ gives a minus sign when the first orbital is occupied, which is the sign for moving a fermion operator past it.

The same mechanism works when the first orbital is replaced by any finite system that has a parity. The numerical renormalization group (NRG) can use this when it attaches the next site of a Wilson chain; the relations below hold exactly for finite matrices, before any states are discarded.

## The criterion for a general old system

Let $c_i$ be matrices on a finite-dimensional space, one for each old orbital $i$, and write $\{A,B\}=AB+BA$. The canonical anticommutation relations are

$$\{c_i,c_j\}=0,\qquad \{c_i,c_j^\dagger\}=\delta_{ij}.$$

Let $P$ be any matrix on the same space. The enlarged family consists of $c_i\otimes 1$ and the new operator $d=P\otimes f$.

**Criterion.** The enlarged family obeys the relations if and only if the $c_i$ obey them, $PP^\dagger=1$, and $\{P,c_i\}=0$ for every $i$.

Everything follows from $(A\otimes B)(C\otimes D)=AC\otimes BD$. Two old operators give

$$\{c_i\otimes1,c_j\otimes1\}=\{c_i,c_j\}\otimes1,\qquad \{c_i\otimes1,c_j^\dagger\otimes1\}=\{c_i,c_j^\dagger\}\otimes1,$$

so these relations hold exactly when the old ones do. For the new operator alone, $d^2=P^2\otimes f^2=0$ and

$$\{d,d^\dagger\}=PP^\dagger\otimes\begin{pmatrix}1&0\\0&0\end{pmatrix}+P^\dagger P\otimes\begin{pmatrix}0&0\\0&1\end{pmatrix}.$$

This is the identity exactly when $P$ is unitary. The mixed relations are

$$\{d,c_i\otimes1\}=\{P,c_i\}\otimes f,\qquad \{c_i\otimes1,d^\dagger\}=\{c_i,P^\dagger\}\otimes f^\dagger .$$

The first vanishes exactly when $P$ anticommutes with $c_i$. The second then vanishes too, since unitarity gives

$$P^\dagger c_i+c_iP^\dagger=P^\dagger(c_iP+Pc_i)P^\dagger=0.$$

Its adjoint settles $\{d,c_i^\dagger\otimes1\}=\{P,c_i^\dagger\}\otimes f=0$.

## The new parity

Call $P$ a parity if $P^\dagger=P$, $P^2=1$ and $\{P,c_i\}=0$ for all $i$. Physically it stands for $(-1)^N$, with $N$ the particle number: annihilating one particle flips its sign. A parity is unitary, so the criterion applies. Moreover $P\otimes Z$ is Hermitian, squares to $1\otimes1$, and satisfies

$$\{P\otimes Z,c_i\otimes1\}=\{P,c_i\}\otimes Z=0,\qquad \{P\otimes Z,P\otimes f\}=P^2\otimes\{Z,f\}=0.$$

It is therefore a parity for the enlarged family, and the next site can be added in the same way.

## Hopping onto the new site

Let $H$ be the old Hamiltonian and $t$ a real hopping amplitude between orbital $i$ and the new one. For Hermitian $P$,

$$H'=H\otimes1+t\left(c_i^\dagger P\otimes f+Pc_i\otimes f^\dagger\right).$$

Now let $P$ be a parity that commutes with $H$; for $P=(-1)^N$ this means that $H$ changes the particle number only by even amounts. Then $H'$ commutes with $P\otimes Z$. A hopping term contains one creation and one annihilation operator, and the two minus signs cancel.

In an NRG code the old basis consists of eigenstates $|r\rangle$ of $H$, chosen with definite parity $p_r=\pm1$. With $|s\rangle$ a state of the new site, the hopping part has the matrix elements

$$t\left(p_r\langle r'|c_i^\dagger|r\rangle\langle s'|f|s\rangle+p_{r'}\langle r'|c_i|r\rangle\langle s'|f^\dagger|s\rangle\right).$$

In this ordering the old system enters the hopping part through the matrix of $c_i$ and one sign per state. A site with spin can be added as two orbitals, one after the other. Once states have been discarded, the projected $c_i$ generally violate the anticommutation relations, but $P$ restricted to kept states of definite parity still anticommutes with them.

## The objects in Lean

The type `n` labels the old basis and `ι` the old orbitals. `IsCAR c` contains the two families of relations, and `IsParity P c` the three properties of a parity. The latter doesn't fix $P$ to be $(-1)^N$; $-P$ qualifies as well. The superscript `ᴴ` is the adjoint and `⊗ₖ` the Kronecker product, with the old system on the left.

`addSite c P` is the enlarged family. Its labels form `Option ι`: `some i` is an old orbital and `none` the new one. The criterion is `addSite_isCAR_iff`, and the combined result for a parity is `addSite_isCAR_and_isParity`.

`wilsonStep` is $H'$. The old `H` is an arbitrary matrix and may contain interactions. The step adds a single orbital with hopping to one old orbital; it has no on-site energy, no energy rescaling and no truncation.

`chainOp L` and `chainParity L` start from a one-dimensional space without orbitals, where the parity is 1, and add $L$ sites. Unfolding the recursion gives the Jordan–Wigner form, with $Z$ on all earlier sites, $f$ on the site itself and $1$ on all later ones.

```lean
import Mathlib

open Matrix
open scoped Kronecker

namespace FermionicSiteAddition

noncomputable section

/-- The canonical anticommutation relations for a family of annihilation matrices. -/
structure IsCAR {n ι : Type*} [Fintype n] [DecidableEq n] [DecidableEq ι]
    (c : ι → Matrix n n ℂ) : Prop where
  anni : ∀ i j, c i * c j + c j * c i = 0
  mixed : ∀ i j, c i * (c j)ᴴ + (c j)ᴴ * c i = if i = j then 1 else 0

/-- A parity for the family `c`: a Hermitian matrix with square one that anticommutes
with every `c i`. -/
structure IsParity {n ι : Type*} [Fintype n] [DecidableEq n]
    (P : Matrix n n ℂ) (c : ι → Matrix n n ℂ) : Prop where
  herm : Pᴴ = P
  sq : P * P = 1
  anti : ∀ i, P * c i + c i * P = 0

/-- The lowering matrix of a single orbital, in the basis (empty, occupied). -/
def lower : Matrix (Fin 2) (Fin 2) ℂ := !![0, 1; 0, 0]

/-- The parity `diag(1, -1)` of a single orbital. -/
def siteParity : Matrix (Fin 2) (Fin 2) ℂ := !![1, 0; 0, -1]

/-- The annihilation matrices after adding a site: the old ones become `c i ⊗ 1`, and the
new one (index `none`) is `P ⊗ f`. -/
def addSite {n ι : Type*} (c : ι → Matrix n n ℂ) (P : Matrix n n ℂ) :
    Option ι → Matrix (n × Fin 2) (n × Fin 2) ℂ
  | some i => c i ⊗ₖ (1 : Matrix (Fin 2) (Fin 2) ℂ)
  | none => P ⊗ₖ lower

/-- The Hamiltonian after adding a site: the old `H`, plus hopping of real amplitude `t`
between the old orbital `i` and the new one. -/
def wilsonStep {n ι : Type*} [Fintype n] (H : Matrix n n ℂ) (c : ι → Matrix n n ℂ)
    (P : Matrix n n ℂ) (i : ι) (t : ℝ) : Matrix (n × Fin 2) (n × Fin 2) ℂ :=
  H ⊗ₖ (1 : Matrix (Fin 2) (Fin 2) ℂ) +
    (t : ℂ) • ((addSite c P (some i))ᴴ * addSite c P none +
      (addSite c P none)ᴴ * addSite c P (some i))

/-- The adjoint of the lowering matrix is the raising matrix. -/
theorem lower_conjTranspose : lowerᴴ = !![0, 0; 1, 0] := by
  ext i j
  fin_cases i <;> fin_cases j <;> simp [lower]

/-- The algebra of one orbital: `f` squares to zero and obeys the anticommutation relation
with its adjoint, and `Z` is Hermitian, squares to one and anticommutes with `f`. -/
theorem site_relations :
    lower * lower = 0 ∧ lower * lowerᴴ + lowerᴴ * lower = 1 ∧ siteParityᴴ = siteParity ∧
      siteParity * siteParity = 1 ∧ siteParity * lower + lower * siteParity = 0 := by
  rw [lower_conjTranspose]
  refine ⟨?_, ?_, ?_, ?_, ?_⟩ <;> ext i j <;> fin_cases i <;> fin_cases j <;>
    simp [lower, siteParity, Matrix.mul_apply, Fin.sum_univ_succ]

variable {n ι : Type*} [Fintype n] [DecidableEq n]

/-- For an arbitrary matrix `P`, the enlarged family obeys the anticommutation relations
exactly when the old family does, `P` is unitary, and `P` anticommutes with every `c i`. -/
theorem addSite_isCAR_iff [DecidableEq ι] (c : ι → Matrix n n ℂ) (P : Matrix n n ℂ) :
    IsCAR (addSite c P) ↔ IsCAR c ∧ P * Pᴴ = 1 ∧ ∀ i, P * c i + c i * P = 0 := by
  constructor
  · -- read off one block of each Kronecker product
    intro h
    refine ⟨⟨fun i j => ?_, fun i j => ?_⟩, ?_, fun i => ?_⟩
    · have e := h.anni (some i) (some j)
      simp only [addSite, ← Matrix.mul_kronecker_mul, Matrix.mul_one] at e
      ext a b
      have := congrFun (congrFun e (a, 0)) (b, 0)
      simpa using this
    · have e := h.mixed (some i) (some j)
      simp only [addSite, Matrix.conjTranspose_kronecker, Matrix.conjTranspose_one,
        ← Matrix.mul_kronecker_mul, Matrix.mul_one] at e
      ext a b
      have := congrFun (congrFun e (a, 0)) (b, 0)
      by_cases hij : i = j <;> simpa [hij, Matrix.one_apply] using this
    · have e := h.mixed none none
      simp only [addSite, Matrix.conjTranspose_kronecker, ← Matrix.mul_kronecker_mul] at e
      rw [lower_conjTranspose] at e
      ext a b
      have := congrFun (congrFun e (a, 0)) (b, 0)
      simpa [lower, Matrix.one_apply, Matrix.mul_apply, Fin.sum_univ_succ] using this
    · have e := h.anni none (some i)
      simp only [addSite, ← Matrix.mul_kronecker_mul, Matrix.mul_one, Matrix.one_mul] at e
      ext a b
      have := congrFun (congrFun e (a, 0)) (b, 1)
      simpa [lower] using this
  · rintro ⟨hc, hu, hp⟩
    obtain ⟨ff, ffd, -⟩ := site_relations
    have hu' : Pᴴ * P = 1 := mul_eq_one_comm.mp hu
    have hp' : ∀ i, c i * P + P * c i = 0 := fun i => by rw [add_comm]; exact hp i
    -- unitarity carries the anticommutation over to the adjoint of `P`
    have hq : ∀ i, Pᴴ * c i + c i * Pᴴ = 0 := fun i => by
      calc Pᴴ * c i + c i * Pᴴ
          = Pᴴ * c i * (P * Pᴴ) + (Pᴴ * P) * c i * Pᴴ := by
            rw [hu, hu', Matrix.mul_one, Matrix.one_mul]
        _ = Pᴴ * (P * c i + c i * P) * Pᴴ := by noncomm_ring
        _ = 0 := by rw [hp, Matrix.mul_zero, Matrix.zero_mul]
    have hq' : ∀ i, c i * Pᴴ + Pᴴ * c i = 0 := fun i => by rw [add_comm]; exact hq i
    have hr : ∀ i, P * (c i)ᴴ + (c i)ᴴ * P = 0 := fun i => by
      have := congrArg Matrix.conjTranspose (hq i)
      rw [add_comm]
      simpa using this
    refine ⟨?_, ?_⟩
    · rintro (_ | i) (_ | j) <;>
        simp only [addSite, ← Matrix.mul_kronecker_mul, Matrix.mul_one, Matrix.one_mul, ff,
          Matrix.kronecker_zero, add_zero, ← Matrix.add_kronecker, hp, hp', hc.anni,
          Matrix.zero_kronecker]
    · rintro (_ | i) (_ | j)
      · simp only [addSite, Matrix.conjTranspose_kronecker, ← Matrix.mul_kronecker_mul, hu,
          hu', ← Matrix.kronecker_add, ffd, Matrix.one_kronecker_one, if_true]
      · simp [addSite, Matrix.conjTranspose_kronecker, ← Matrix.mul_kronecker_mul,
          ← Matrix.add_kronecker, hr]
      · simp [addSite, Matrix.conjTranspose_kronecker, ← Matrix.mul_kronecker_mul,
          ← Matrix.add_kronecker, hq']
      · simp only [addSite, Matrix.conjTranspose_kronecker, Matrix.conjTranspose_one,
          ← Matrix.mul_kronecker_mul, Matrix.mul_one, ← Matrix.add_kronecker, hc.mixed]
        by_cases hij : i = j <;> simp [hij]

/-- If `P` is a parity for the old family, then `P ⊗ Z` is a parity for the enlarged one. -/
theorem addSite_isParity {c : ι → Matrix n n ℂ} {P : Matrix n n ℂ} (hP : IsParity P c) :
    IsParity (P ⊗ₖ siteParity) (addSite c P) := by
  obtain ⟨-, -, zh, zz, zf⟩ := site_relations
  refine ⟨?_, ?_, ?_⟩
  · rw [Matrix.conjTranspose_kronecker, hP.herm, zh]
  · rw [← Matrix.mul_kronecker_mul, hP.sq, zz, Matrix.one_kronecker_one]
  · rintro (_ | i)
    · simp only [addSite, ← Matrix.mul_kronecker_mul, ← Matrix.kronecker_add, zf,
        Matrix.kronecker_zero]
    · simp only [addSite, ← Matrix.mul_kronecker_mul, Matrix.mul_one, Matrix.one_mul,
        ← Matrix.add_kronecker, hP.anti, Matrix.zero_kronecker]

/-- Adding a site: the matrices `c i ⊗ 1` and `P ⊗ f` obey the canonical anticommutation
relations, and `P ⊗ Z` is a parity for all of them. -/
theorem addSite_isCAR_and_isParity [DecidableEq ι] {c : ι → Matrix n n ℂ}
    {P : Matrix n n ℂ} (hc : IsCAR c) (hP : IsParity P c) :
    IsCAR (addSite c P) ∧ IsParity (P ⊗ₖ siteParity) (addSite c P) :=
  ⟨(addSite_isCAR_iff c P).2 ⟨hc, by rw [hP.herm, hP.sq], hP.anti⟩, addSite_isParity hP⟩

omit [DecidableEq n] in
/-- For Hermitian `P`, the hopping onto the new site in Kronecker form carries `P` next to the old
operators. -/
theorem wilsonStep_eq (H : Matrix n n ℂ) (c : ι → Matrix n n ℂ) {P : Matrix n n ℂ}
    (hP : Pᴴ = P) (i : ι) (t : ℝ) :
    wilsonStep H c P i t = H ⊗ₖ (1 : Matrix (Fin 2) (Fin 2) ℂ) +
      (t : ℂ) • (((c i)ᴴ * P) ⊗ₖ lower + (P * c i) ⊗ₖ lowerᴴ) := by
  simp only [wilsonStep, addSite, Matrix.conjTranspose_kronecker, Matrix.conjTranspose_one,
    ← Matrix.mul_kronecker_mul, Matrix.one_mul, Matrix.mul_one, hP]

/-- A parity for the family `c` commutes with every product `(c i)ᴴ * c j`. -/
theorem IsParity.commute_hop {c : ι → Matrix n n ℂ} {P : Matrix n n ℂ}
    (hP : IsParity P c) (i j : ι) : P * ((c i)ᴴ * c j) = (c i)ᴴ * c j * P := by
  have ha : P * (c i)ᴴ + (c i)ᴴ * P = 0 := by
    have := congrArg Matrix.conjTranspose (hP.anti i)
    rw [add_comm]
    simpa [hP.herm] using this
  -- the two signs cancel
  linear_combination (norm := noncomm_ring) ha * c j - (c i)ᴴ * hP.anti j

/-- If the old Hamiltonian commutes with the old parity, the Hamiltonian with the added site
commutes with the new parity. -/
theorem wilsonStep_parity {H P : Matrix n n ℂ} {c : ι → Matrix n n ℂ}
    (hP : IsParity P c) (hH : P * H = H * P) (i : ι) (t : ℝ) :
    (P ⊗ₖ siteParity) * wilsonStep H c P i t =
      wilsonStep H c P i t * (P ⊗ₖ siteParity) := by
  have hQ := addSite_isParity hP
  have h0 : (P ⊗ₖ siteParity) * (H ⊗ₖ (1 : Matrix (Fin 2) (Fin 2) ℂ)) =
      (H ⊗ₖ (1 : Matrix (Fin 2) (Fin 2) ℂ)) * (P ⊗ₖ siteParity) := by
    simp only [← Matrix.mul_kronecker_mul, hH, Matrix.mul_one, Matrix.one_mul]
  unfold wilsonStep
  rw [Matrix.mul_add, Matrix.add_mul, Matrix.mul_smul, Matrix.smul_mul, Matrix.mul_add,
    Matrix.add_mul, h0, hQ.commute_hop, hQ.commute_hop]

/-- The orbital labels of a chain of `L` sites. -/
def ChainModes : ℕ → Type
  | 0 => Empty
  | L + 1 => Option (ChainModes L)

/-- The occupation basis of a chain of `L` sites. -/
def ChainSpace : ℕ → Type
  | 0 => Unit
  | L + 1 => ChainSpace L × Fin 2

instance chainModesDecEq : (L : ℕ) → DecidableEq (ChainModes L)
  | 0 => inferInstanceAs (DecidableEq Empty)
  | L + 1 =>
    letI := chainModesDecEq L
    inferInstanceAs (DecidableEq (Option (ChainModes L)))

instance chainSpaceDecEq : (L : ℕ) → DecidableEq (ChainSpace L)
  | 0 => inferInstanceAs (DecidableEq Unit)
  | L + 1 =>
    letI := chainSpaceDecEq L
    inferInstanceAs (DecidableEq (ChainSpace L × Fin 2))

instance chainSpaceFintype : (L : ℕ) → Fintype (ChainSpace L)
  | 0 => inferInstanceAs (Fintype Unit)
  | L + 1 =>
    letI := chainSpaceFintype L
    inferInstanceAs (Fintype (ChainSpace L × Fin 2))

/-- The parity of the chain: one factor `Z` for each site. -/
def chainParity : (L : ℕ) → Matrix (ChainSpace L) (ChainSpace L) ℂ
  | 0 => (1 : Matrix Unit Unit ℂ)
  | L + 1 => chainParity L ⊗ₖ siteParity

/-- The annihilation matrices of the chain, built by adding one site at a time. -/
def chainOp : (L : ℕ) → ChainModes L → Matrix (ChainSpace L) (ChainSpace L) ℂ
  | 0 => fun i => Empty.elim i
  | L + 1 => addSite (chainOp L) (chainParity L)

/-- For every length `L`, the chain matrices obey the canonical anticommutation relations and
`chainParity L` is a parity for them. -/
theorem chain_witness (L : ℕ) :
    IsCAR (chainOp L) ∧ IsParity (chainParity L) (chainOp L) := by
  induction L with
  | zero =>
    exact ⟨⟨fun i => Empty.elim i, fun i => Empty.elim i⟩,
      ⟨Matrix.conjTranspose_one (n := Unit) (α := ℂ),
        Matrix.one_mul (1 : Matrix Unit Unit ℂ), fun i => Empty.elim i⟩⟩
  | succ L ih => exact addSite_isCAR_and_isParity ih.1 ih.2

end

end FermionicSiteAddition
```

```lean
#print axioms FermionicSiteAddition.addSite_isCAR_and_isParity
#print axioms FermionicSiteAddition.wilsonStep_eq
#print axioms FermionicSiteAddition.wilsonStep_parity
```

```
'FermionicSiteAddition.addSite_isCAR_and_isParity' depends on axioms: [propext, Classical.choice, Quot.sound]
'FermionicSiteAddition.wilsonStep_eq' depends on axioms: [propext, Classical.choice, Quot.sound]
'FermionicSiteAddition.wilsonStep_parity' depends on axioms: [propext, Classical.choice, Quot.sound]
```

## How the proof follows the calculation

`site_relations` checks the $2\times2$ algebra of $f$ and $Z$ entry by entry.

In `addSite_isCAR_iff`, the forward direction reads off blocks. Applying `congrFun` at `(a, 0)` and `(b, 0)` selects the empty–empty block, which yields the old relations and $PP^\dagger=1$. The condition $\{P,c_i\}=0$ multiplies $f$, so it is read from `(a, 0)` and `(b, 1)`, where $f$ has its nonzero entry.

The reverse direction first obtains $P^\dagger P=1$ from $PP^\dagger=1$ by `mul_eq_one_comm`, which is valid for square matrices of finite size. The `calc` block `hq` is the unitarity argument for $\{P^\dagger,c_i\}$, and `hr` is its adjoint. Splitting both labels into `none` and `some` then leaves four cases for each family of relations, and each reduces to an anticommutator computed above.

`addSite_isParity` verifies the three properties of $P\otimes Z$. The main theorem `addSite_isCAR_and_isParity` combines it with the criterion, since $P^\dagger=P$ and $P^2=1$ give $PP^\dagger=1$.

`wilsonStep_eq` multiplies out the Kronecker products in the hopping term. `IsParity.commute_hop` proves $Pc_i^\dagger c_j=c_i^\dagger c_jP$; its `linear_combination` subtracts $c_i^\dagger\{P,c_j\}=0$ from $\{P,c_i^\dagger\}c_j=0$. `wilsonStep_parity` applies this lemma to the enlarged family, once for each direction of the hop. It assumes `IsParity` but not `IsCAR`, so it also covers projected matrices that keep a parity.

`chain_witness` is an induction on $L$. The zero-site case has no orbitals to check, and the step is the main theorem. It also supplies concrete matrices that satisfy the hypotheses for every $L$.

## Putting the sign on the old operators

The same multiplication rule handles the opposite ordering, which the file doesn't treat. Take $c_i\otimes Z$ for the old orbitals and $1\otimes f$ for the new one. Then

$$\{c_i\otimes Z,1\otimes f\}=c_i\otimes\{Z,f\}=0,\qquad \{c_i\otimes Z,c_j^\dagger\otimes Z\}=\{c_i,c_j^\dagger\}\otimes1,$$

and the remaining relations follow likewise. This version needs no parity of the old system, but every old annihilation matrix $c_i$ acquires a factor $Z$ at each step. Mixing the annihilation matrices of the two orderings can lose the sign: $c_i\otimes1$ and $1\otimes f$, for instance, commute.
